# Slope of the internal energy of independent electrons at zero chemical potential when orbital energies shift linearly

The theorem `internalEnergy_slope` concerns independent electrons in finitely many orbitals at fixed real inverse temperature β and zero chemical potential, with a Hamiltonian and a perturbation that are both diagonal in the same basis. Orbital i has energy eᵢ = εᵢ + x vᵢ and Fermi occupation fᵢ = 1/(exp(βeᵢ) + 1), and the internal energy is the trace of the Hamiltonian times its thermal density matrix. The theorem states that the derivative of this energy with respect to x is Σᵢ [fᵢ − βeᵢfᵢ(1 − fᵢ)]vᵢ. The proof rewrites the trace as the sum Σᵢ eᵢfᵢ and differentiates it term by term, using the product rule and, for the occupation, the chain rule.

The first attempt, which Lean rejects:

```lean
import Mathlib

open Matrix Filter Topology

namespace InternalEnergySlope

noncomputable section

variable {ι : Type*} [Fintype ι] [DecidableEq ι]

/-- Fermi occupation of an orbital of energy `e` at inverse temperature `β` and zero
chemical potential. -/
def fermi (β e : ℝ) : ℝ := 1 / (Real.exp (β * e) + 1)

/-- Thermal one-electron density matrix `(exp(βH) + 1)⁻¹` at zero chemical potential,
for a real symmetric one-electron Hamiltonian `H`. -/
def densityMatrix (β : ℝ) (H : Matrix ι ι ℝ) : Matrix ι ι ℝ :=
  (NormedSpace.exp (β • H) + 1)⁻¹

/-- Internal energy of independent electrons with Hamiltonian `H + x V`, for real symmetric
`H` and `V`: the trace of the Hamiltonian times its thermal density matrix. -/
def internalEnergy (β : ℝ) (H V : Matrix ι ι ℝ) (x : ℝ) : ℝ :=
  trace ((H + x • V) * densityMatrix β (H + x • V))

/-- The thermal density matrix of a diagonal Hamiltonian is diagonal and carries the Fermi
occupations of the orbitals. -/
theorem densityMatrix_diagonal (β : ℝ) (ε : ι → ℝ) :
    densityMatrix β (diagonal ε) = diagonal (fun i => fermi β (ε i)) := by
  have h : NormedSpace.exp (β • diagonal ε) = diagonal (fun i => Real.exp (β * ε i)) := by
    rw [← Matrix.diagonal_smul, Matrix.exp_diagonal]
    refine congrArg Matrix.diagonal (funext fun i => ?_)
    exact (Pi.coe_exp _ _).trans (by simp [Real.exp_eq_exp_ℝ])
  unfold densityMatrix
  apply Matrix.inv_eq_right_inv
  rw [h, ← diagonal_one, diagonal_add, diagonal_mul_diagonal]
  refine congrArg Matrix.diagonal (funext fun i => ?_)
  have hp : Real.exp (β * ε i) + 1 ≠ 0 := by positivity
  exact mul_one_div_cancel hp

/-- The derivative of the Fermi occupation `f` with respect to the orbital energy is `-β f (1 - f)`.
-/
theorem hasDerivAt_fermi (β e : ℝ) :
    HasDerivAt (fermi β) (-β * (fermi β e * (1 - fermi β e))) e := by
  have h : Real.exp (β * e) + 1 ≠ 0 := by positivity
  have h0 : HasDerivAt (fun t : ℝ => β * t) β e := by
    simpa using (hasDerivAt_id e).const_mul β
  have h2 := (hasDerivAt_const e (1 : ℝ)).fun_div (h0.exp.add_const 1) h
  refine h2.congr_deriv ?_
  unfold fermi
  field_simp
  ring

/-- First derivative of the internal energy when a diagonal perturbation shifts the orbital
energies `ε i` at rates `v i`. -/
theorem internalEnergy_slope (β : ℝ) (ε v : ι → ℝ) (x : ℝ) :
    HasDerivAt (internalEnergy β (diagonal ε) (diagonal v))
      (∑ i, (fermi β (ε i + x * v i) - β * (ε i + x * v i) *
        (fermi β (ε i + x * v i) * (1 - fermi β (ε i + x * v i)))) * v i) x := by
  -- the internal energy is a sum of orbital energies times occupations
  have hU : internalEnergy β (diagonal ε) (diagonal v) =
      fun y => ∑ i, (ε i + y * v i) * fermi β (ε i + y * v i) := by
    funext y
    have hd : diagonal ε + y • diagonal v = diagonal (fun i => ε i + y * v i) := by
      ext i j
      by_cases h : i = j
      · subst h
        simp
      · simp [h]
    rw [internalEnergy, hd, densityMatrix_diagonal, diagonal_mul_diagonal, trace_diagonal]
  rw [hU]
  refine HasDerivAt.fun_sum fun i _ => ?_
  have hl : HasDerivAt (fun y : ℝ => ε i + y * v i) (v i) x := by
    simpa using ((hasDerivAt_id x).mul_const (v i)).const_add (ε i)
  have hF : HasDerivAt (fun y : ℝ => fermi β (ε i + y * v i)) _ x :=
    (hasDerivAt_fermi β (ε i + x * v i)).comp x hl
  exact (hl.fun_mul hF).congr_deriv (by ring)

end

end InternalEnergySlope
```

Lean reports:

```
Main.lean:75:48: error: Application type mismatch: The argument
  hl
has type
  HasDerivAt (fun y => ε i + y * v i) (v i) x
but is expected to have type
  HasDerivAt (fun y => Real.exp (β * (ε i + y * v i)) + 1) ?m.315 x
in the application
  HasDerivAt.comp x ?m.317 hl
Main.lean:75:4: error: Application type mismatch: The argument
  hasDerivAt_fermi β (ε i + x * v i)
has type
  HasDerivAt (fermi β) (-β * (fermi β (ε i + x * v i) * (1 - fermi β (ε i + x * v i)))) (ε i + x * v i)
but is expected to have type
  HasDerivAt (HDiv.hDiv 1) ?m.316 (Real.exp (β * (ε i + x * v i)) + 1)
in the application
  HasDerivAt.comp x (hasDerivAt_fermi β (ε i + x * v i))
```

As a diff, the version that Lean accepts:

```diff
@@ -72,6 +72,6 @@
   have hl : HasDerivAt (fun y : ℝ => ε i + y * v i) (v i) x := by
     simpa using ((hasDerivAt_id x).mul_const (v i)).const_add (ε i)
-  have hF : HasDerivAt (fun y : ℝ => fermi β (ε i + y * v i)) _ x :=
-    (hasDerivAt_fermi β (ε i + x * v i)).comp x hl
+  have hcomp := (hasDerivAt_fermi β (ε i + x * v i)).comp x hl
+  have hF : HasDerivAt (fun y : ℝ => fermi β (ε i + y * v i)) _ x := hcomp
   exact (hl.fun_mul hF).congr_deriv (by ring)
 
```

What went wrong. Both errors come from the chain rule step `hF`. `HasDerivAt.comp` proves a derivative for a composition of two functions, and Lean tried to find those functions from the stated type, `fun y => fermi β (ε i + y * v i)`. It unfolded `fermi` and split the result at the division: the outer function became `HDiv.hDiv 1`, which sends a number to its reciprocal, and the inner one became the denominator `Real.exp (β * (ε i + y * v i)) + 1`. The first message says that `hl`, which differentiates the orbital energy, does not fit this inner function. The second says that `hasDerivAt_fermi`, which differentiates `fermi β`, does not fit this outer one.

The repair first builds `hcomp` with no stated type, so Lean takes the two functions from the supplied derivatives: `fermi β` outside and the orbital energy inside. `hF` then restates `hcomp` in the form wanted for the product rule. Lean accepts this because the composition equals the written-out function by definition, and the `_` is filled with the derivative from `hcomp`.
